# A non-flat band of a one-orbital chain with hopping range R takes each energy at most 2R times in the Brillouin zone

## Hopping amplitudes and the Bloch sum

Take an infinite chain of orthonormal orbitals, one per cell, with lattice constant 1, so that the wave number $k$ is dimensionless. An electron hops from cell $j+n$ to cell $j$ with amplitude $t_n$, and $t_0$ is the on-site energy. Hopping has range $R$: only terms with $|n|\le R$ occur. On the Bloch state $\psi_j=e^{ikj}$ the Hamiltonian $(H\psi)_j=\sum_n t_n\psi_{j+n}$ gives $\sum_n t_n e^{ik(j+n)}=E(k)\,\psi_j$, with the eigenvalue

$$E(k)=\sum_{n=-R}^{R}t_n e^{ink}.$$

The amplitudes enter with a plus sign, whereas many textbooks write $-t$ for nearest-neighbour hopping. The zone is $[0,2\pi)$. A *crossing* at $\mu$ is any $k$ in the zone with $E(k)=\mu$, including points where the band only touches $\mu$. A *Van Hove point* is any zero of $dE/dk$, including an inflection point with zero slope.

## How many Fermi points can there be?

For non-interacting electrons on this chain, every Fermi point is a crossing at the Fermi energy $\mu$. If some $t_n$ with $0<|n|\le R$ is nonzero, there are at most $2R$ crossings, and a numerical search can stop once it has found $2R$ distinct solutions.

## Counting crossings as roots of a polynomial

Put $z=e^{ik}$ and multiply $E(k)-\mu$ by $z^R$:

$$z^R\bigl(E(k)-\mu\bigr)=\sum_{n=-R}^{R}t_n z^{n+R}-\mu z^R=:P(z).$$

The exponents run from $0$ to $2R$, so $P$ is a polynomial of degree at most $2R$. The energy $\mu$ enters only the coefficient of $z^R$, which is $t_0-\mu$. For $n\neq0$ the coefficient of $z^{n+R}$ is $t_n$. One of these is nonzero by hypothesis, so $P\neq0$ and $P$ has at most $2R$ distinct roots.

Each crossing $k$ gives the root $e^{ik}$. Different crossings give different roots: if $e^{ik}=e^{il}$, then $k-l=2\pi m$ with $m$ an integer, and $|k-l|<2\pi$ forces $m=0$. Hence there are at most $2R$ crossings.

## Real bands, Van Hove points and flat bands

If $t_{-n}=\overline{t_n}$, conjugation exchanges the terms $n$ and $-n$, so $\overline{E(k)}=E(k)$ and the band is real.

The slope is again a Bloch sum of range $R$:

$$E'(k)=\sum_{n=-R}^{R} i n t_n e^{ink}.$$

If $t_n\ne0$ with $n\ne0$, then $int_n\neq0$. The bound at the value $0$ therefore gives at most $2R$ Van Hove points.

If $E(k)=\mu$ for all $k$, there are infinitely many crossings, so every $t_n$ with $0<|n|\le R$ must vanish. What remains is $E=t_0$, hence $t_0=\mu$. The converse follows by substitution. Without the hypothesis on the hopping, the bound thus fails at $\mu=t_0$; at any other $\mu$ there are no crossings at all.

## A band that reaches the bound

For $R>0$ let $t_R=t_{-R}=1$ and let all other amplitudes vanish. Then $E(k)=2\cos(Rk)$, which is zero at

$$k_j=\frac{(2j+1)\pi}{2R},\qquad j=0,\dots,2R-1.$$

These points are distinct, and they lie in the zone because $2j+1<4R$. With the upper bound, the number of crossings at zero is exactly $2R$.

## The statements in Lean

`band R t k` is $E(k)$, with `t : ℤ → ℂ`; values of `t` beyond the range are ignored. `crossings R t μ` is the set of crossings, and `crossingPoly R t μ` is $P$.

In `crossing_bound`, the hypotheses `hn`, `h0` and `ht` say that $n$ lies in the range, is not zero, and has $t_n\neq0$. Together they force $R\ge1$. The conclusion is that the set of crossings is finite and has at most `2 * R` elements. Neither Hermitian amplitudes nor a real $\mu$ is required, so the physical case is included. `band_im_eq_zero` supplies the reality of the band when hopping is Hermitian.

The code starts from the Bloch sum; its identification with the eigenvalue of $H$ is the short calculation at the top. Finite range is an assumption about the material or the fit, and several coupled orbitals per cell would need a different polynomial.

```lean
import Mathlib

open Polynomial ComplexConjugate

namespace FiniteRangeCrossing

noncomputable section

/-- Bloch sum `E(k) = ∑ t_n exp(i n k)` over `-R ≤ n ≤ R` of a chain with hopping range `R`. -/
def band (R : ℕ) (t : ℤ → ℂ) (k : ℝ) : ℂ :=
  ∑ n ∈ Finset.Icc (-(R : ℤ)) R, t n * Complex.exp (Complex.I * n * k)

/-- The wave numbers in `[0, 2π)` at which the band takes the value `μ`. -/
def crossings (R : ℕ) (t : ℤ → ℂ) (μ : ℂ) : Set ℝ :=
  {k | k ∈ Set.Ico 0 (2 * Real.pi) ∧ band R t k = μ}

/-- The polynomial `z^R (E - μ)` in the Bloch phase `z = exp(i k)`. -/
def crossingPoly (R : ℕ) (t : ℤ → ℂ) (μ : ℂ) : ℂ[X] :=
  ∑ n ∈ Finset.Icc (-(R : ℤ)) R, C (t n) * X ^ (n + R).toNat - C μ * X ^ R

/-- Hermitian hopping, `t_(-n) = conj t_n`, gives a real band energy. -/
theorem band_im_eq_zero (R : ℕ) (t : ℤ → ℂ) (ht : ∀ n, t (-n) = conj (t n)) (k : ℝ) :
    (band R t k).im = 0 := by
  rw [← Complex.conj_eq_iff_im]
  unfold band
  rw [map_sum]
  -- conjugation exchanges the terms n and -n
  refine Finset.sum_equiv (Equiv.neg ℤ) (fun n => ?_) (fun n _ => ?_)
  · simp only [Equiv.neg_apply, Finset.mem_Icc]
    omega
  · rw [Equiv.neg_apply, ht, map_mul, ← Complex.exp_conj]
    congr 2
    simp

/-- At the Bloch phase `exp(i k)` the crossing polynomial equals `exp(i k)^R (E(k) - μ)`. -/
theorem eval_crossingPoly (R : ℕ) (t : ℤ → ℂ) (μ : ℂ) (k : ℝ) :
    (crossingPoly R t μ).eval (Complex.exp (Complex.I * k)) =
      Complex.exp (Complex.I * k) ^ R * (band R t k - μ) := by
  unfold crossingPoly band
  rw [eval_sub, Polynomial.eval_finsetSum, mul_sub, Finset.mul_sum]
  simp only [eval_mul, eval_C, eval_pow, eval_X]
  congr 1
  · apply Finset.sum_congr rfl
    intro n hn
    rw [Finset.mem_Icc] at hn
    obtain ⟨m, hm⟩ : ∃ m : ℕ, n + R = m := ⟨(n + R).toNat, by omega⟩
    have hz : n = (m : ℤ) - (R : ℤ) := by omega
    have hc : (n : ℂ) = (m : ℂ) - (R : ℂ) := by exact_mod_cast congrArg (Int.cast : ℤ → ℂ) hz
    have he : Complex.exp (m * (Complex.I * k)) =
        Complex.exp (R * (Complex.I * k)) * Complex.exp (Complex.I * (m - R) * k) := by
      rw [← Complex.exp_add]
      congr 1
      ring
    rw [hm, Int.toNat_natCast, hc, ← Complex.exp_nat_mul, ← Complex.exp_nat_mul, he]
    ring
  · ring

/-- A nonzero hopping amplitude `t_n` with `n ≠ 0` within the range makes the crossing
polynomial nonzero. -/
theorem crossingPoly_ne_zero {R : ℕ} {t : ℤ → ℂ} {n : ℤ} (hn : n ∈ Finset.Icc (-(R : ℤ)) R)
    (h0 : n ≠ 0) (ht : t n ≠ 0) (μ : ℂ) : crossingPoly R t μ ≠ 0 := by
  intro h
  have hb := Finset.mem_Icc.mp hn
  have hR : (n + R).toNat ≠ R := by omega
  -- the coefficient of z^(n+R) is t_n
  have hs : ∑ m ∈ Finset.Icc (-(R : ℤ)) R,
      t m * (if (n + R).toNat = (m + R).toNat then (1 : ℂ) else 0) = t n := by
    rw [Finset.sum_eq_single n]
    · simp
    · intro m hm hmn
      rw [Finset.mem_Icc] at hm
      have hne : (n + R).toNat ≠ (m + R).toNat := by omega
      rw [if_neg hne, mul_zero]
    · intro h'
      exact absurd hn h'
  have hc := congrArg (fun p : ℂ[X] => p.coeff (n + R).toNat) h
  simp only [crossingPoly, coeff_sub, Polynomial.finsetSum_coeff, coeff_C_mul, coeff_X_pow,
    coeff_zero] at hc
  rw [hs, if_neg hR, mul_zero, sub_zero] at hc
  exact ht hc

/-- Different wave numbers in `[0, 2π)` have different Bloch phases `exp(i k)`. -/
theorem blochPhase_injOn :
    Set.InjOn (fun k : ℝ => Complex.exp (Complex.I * k)) (Set.Ico 0 (2 * Real.pi)) := by
  intro k hk l hl h
  obtain ⟨n, hn⟩ := Complex.exp_eq_exp_iff_exists_int.mp h
  have him : k = l + n * (2 * Real.pi) := by simpa using congrArg Complex.im hn
  have hp := Real.pi_pos
  have h1 : (n : ℝ) < 1 := by nlinarith [hk.2, hl.1]
  have h2 : (-1 : ℝ) < n := by nlinarith [hk.1, hl.2]
  have h3 : n < 1 := by exact_mod_cast h1
  have h4 : -1 < n := by exact_mod_cast h2
  have h5 : n = 0 := by omega
  simpa [h5] using him

/-- Finite-range crossing bound: if some `t_n` with `0 < |n| ≤ R` is nonzero, the band takes
any given value `μ` at no more than `2R` wave numbers in `[0, 2π)`. -/
theorem crossing_bound {R : ℕ} {t : ℤ → ℂ} {n : ℤ} (hn : n ∈ Finset.Icc (-(R : ℤ)) R)
    (h0 : n ≠ 0) (ht : t n ≠ 0) (μ : ℂ) :
    (crossings R t μ).Finite ∧ (crossings R t μ).ncard ≤ 2 * R := by
  have hP := crossingPoly_ne_zero hn h0 ht μ
  -- each crossing gives a root of the polynomial
  have hmaps : ∀ k ∈ crossings R t μ, Complex.exp (Complex.I * k) ∈
      ((crossingPoly R t μ).roots.toFinset : Set ℂ) := by
    intro k hk
    rw [Finset.mem_coe, Multiset.mem_toFinset, mem_roots hP, IsRoot.def, eval_crossingPoly,
      hk.2, sub_self, mul_zero]
  have hinj := blochPhase_injOn.mono (fun k (hk : k ∈ crossings R t μ) => hk.1)
  have hdeg : (crossingPoly R t μ).natDegree ≤ 2 * R := by
    refine (natDegree_sub_le _ _).trans (max_le ?_ ?_)
    · refine natDegree_sum_le_of_forall_le _ _ (fun m hm => ?_)
      rw [Finset.mem_Icc] at hm
      exact (natDegree_C_mul_X_pow_le _ _).trans (by omega)
    · exact (natDegree_C_mul_X_pow_le _ _).trans (by omega)
  refine ⟨Set.Finite.of_injOn hmaps hinj (Finset.finite_toSet _), ?_⟩
  have hcard := Set.ncard_le_ncard_of_injOn _ hmaps hinj (Finset.finite_toSet _)
  rw [Set.ncard_coe_finset] at hcard
  exact hcard.trans ((Multiset.toFinset_card_le _).trans ((card_roots' _).trans hdeg))

/-- The slope of the band is the Bloch sum with amplitudes `i n t_n`. -/
theorem hasDerivAt_band (R : ℕ) (t : ℤ → ℂ) (k : ℝ) :
    HasDerivAt (band R t) (band R (fun n => Complex.I * n * t n) k) k := by
  have h : ∀ n ∈ Finset.Icc (-(R : ℤ)) R,
      HasDerivAt (fun x : ℝ => t n * Complex.exp (Complex.I * n * x))
        (Complex.I * n * t n * Complex.exp (Complex.I * n * k)) k := by
    intro n _
    have h1 : HasDerivAt (fun x : ℝ => Complex.I * n * (x : ℂ)) (Complex.I * n) k :=
      ((hasDerivAt_id k).ofReal_comp.const_mul (Complex.I * n)).congr_deriv (by simp)
    exact (h1.cexp.const_mul (t n)).congr_deriv (by ring)
  exact HasDerivAt.fun_sum h

/-- If some `t_n` with `0 < |n| ≤ R` is nonzero, the band has at most `2R` Van Hove points
(zeros of `dE/dk`) in `[0, 2π)`. -/
theorem vanHove_bound {R : ℕ} {t : ℤ → ℂ} {n : ℤ} (hn : n ∈ Finset.Icc (-(R : ℤ)) R)
    (h0 : n ≠ 0) (ht : t n ≠ 0) :
    {k | k ∈ Set.Ico 0 (2 * Real.pi) ∧ deriv (band R t) k = 0}.Finite ∧
      {k | k ∈ Set.Ico 0 (2 * Real.pi) ∧ deriv (band R t) k = 0}.ncard ≤ 2 * R := by
  simp only [(hasDerivAt_band R t _).deriv]
  have hv : Complex.I * n * t n ≠ 0 :=
    mul_ne_zero (mul_ne_zero Complex.I_ne_zero (Int.cast_ne_zero.mpr h0)) ht
  exact crossing_bound (t := fun n => Complex.I * n * t n) hn h0 hv 0

/-- The band is flat at the value `μ` if and only if the on-site term is `μ` and every hopping
amplitude `t_n` with `0 < |n| ≤ R` vanishes. -/
theorem flat_iff (R : ℕ) (t : ℤ → ℂ) (μ : ℂ) :
    (∀ k, band R t k = μ) ↔
      t 0 = μ ∧ ∀ n ∈ Finset.Icc (-(R : ℤ)) R, n ≠ 0 → t n = 0 := by
  have key : (∀ n ∈ Finset.Icc (-(R : ℤ)) R, n ≠ 0 → t n = 0) → ∀ k, band R t k = t 0 := by
    intro h k
    unfold band
    rw [Finset.sum_eq_single 0]
    · simp
    · intro n hn h0
      rw [h n hn h0, zero_mul]
    · intro h'
      exact absurd (Finset.mem_Icc.mpr ⟨by omega, by omega⟩) h'
  constructor
  · intro h
    have hz : ∀ n ∈ Finset.Icc (-(R : ℤ)) R, n ≠ 0 → t n = 0 := by
      intro n hn h0
      by_contra ht
      -- a flat band would cross μ at infinitely many wave numbers
      exact Set.Ico_infinite Real.two_pi_pos
        ((crossing_bound hn h0 ht μ).1.subset (fun k hk => ⟨hk, h k⟩))
    exact ⟨(key hz 0).symm.trans (h 0), hz⟩
  · rintro ⟨h, hz⟩ k
    rw [key hz k, h]

/-- Unit hopping between sites exactly `R` apart, and no other term. -/
def edgeHopping (R : ℕ) (n : ℤ) : ℂ := if n.natAbs = R then 1 else 0

/-- For `R > 0`, unit hopping over distance `R` alone gives the band `2 cos(R k)`. -/
theorem band_edgeHopping {R : ℕ} (hR : 0 < R) (k : ℝ) :
    band R (edgeHopping R) k = ((2 * Real.cos (R * k) : ℝ) : ℂ) := by
  have hsub : ({-(R : ℤ), (R : ℤ)} : Finset ℤ) ⊆ Finset.Icc (-(R : ℤ)) R := by
    intro n hn
    simp only [Finset.mem_insert, Finset.mem_singleton] at hn
    rw [Finset.mem_Icc]
    omega
  have e1 : edgeHopping R (-(R : ℤ)) = 1 := by simp [edgeHopping]
  have e2 : edgeHopping R (R : ℤ) = 1 := by simp [edgeHopping]
  unfold band
  rw [← Finset.sum_subset hsub, Finset.sum_pair (by omega), e1, e2]
  · push_cast
    rw [Complex.cos, show Complex.I * -(R : ℂ) * k = -(R * k) * Complex.I by ring,
      show Complex.I * (R : ℂ) * k = R * k * Complex.I by ring]
    ring
  · intro n _ hn
    simp only [Finset.mem_insert, Finset.mem_singleton] at hn
    have hne : n.natAbs ≠ R := by omega
    rw [edgeHopping, if_neg hne, zero_mul]

/-- The bound is sharp for every `R > 0`: unit hopping over distance `R` is Hermitian and its
band crosses zero at exactly `2R` wave numbers in `[0, 2π)`. -/
theorem crossing_bound_sharp {R : ℕ} (hR : 0 < R) :
    (∀ n, edgeHopping R (-n) = conj (edgeHopping R n)) ∧
      (crossings R (edgeHopping R) 0).ncard = 2 * R := by
  refine ⟨fun n => by by_cases h : n.natAbs = R <;> simp [edgeHopping, h], ?_⟩
  have hb := crossing_bound (R := R) (t := edgeHopping R) (n := R)
    (Finset.mem_Icc.mpr ⟨by omega, le_refl _⟩) (by omega) (by simp [edgeHopping]) 0
  refine le_antisymm hb.2 ?_
  have hp := Real.pi_pos
  have hR' : (0 : ℝ) < R := by exact_mod_cast hR
  have h2R : (0 : ℝ) < 2 * R := by linarith
  -- the zeros are k = (2j+1)π/(2R) with j < 2R
  have hmaps : ∀ j ∈ (Finset.range (2 * R) : Set ℕ),
      (2 * (j : ℝ) + 1) * Real.pi / (2 * R) ∈ crossings R (edgeHopping R) 0 := by
    intro j hj
    have hj' : j < 2 * R := Finset.mem_range.mp (Finset.mem_coe.mp hj)
    have hlt : 2 * (j : ℝ) + 1 < 4 * R := by
      exact_mod_cast (by omega : 2 * j + 1 < 4 * R)
    refine ⟨⟨by positivity, ?_⟩, ?_⟩
    · rw [div_lt_iff₀ h2R]
      nlinarith [mul_lt_mul_of_pos_right hlt hp]
    · have hcos : Real.cos (R * ((2 * (j : ℝ) + 1) * Real.pi / (2 * R))) = 0 := by
        rw [Real.cos_eq_zero_iff]
        refine ⟨j, ?_⟩
        push_cast
        field_simp
      rw [band_edgeHopping hR, hcos, mul_zero, Complex.ofReal_zero]
  have hinj : Set.InjOn (fun j : ℕ => (2 * (j : ℝ) + 1) * Real.pi / (2 * R))
      (Finset.range (2 * R) : Set ℕ) := by
    intro i _ j _ h
    have h1 := mul_right_cancel₀ hp.ne' ((div_left_inj' h2R.ne').mp h)
    have h2 : (i : ℝ) = j := by linarith
    exact_mod_cast h2
  have hcard := Set.ncard_le_ncard_of_injOn _ hmaps hinj hb.1
  rwa [Set.ncard_coe_finset, Finset.card_range] at hcard

end

end FiniteRangeCrossing
```

```lean
#print axioms FiniteRangeCrossing.vanHove_bound
#print axioms FiniteRangeCrossing.flat_iff
#print axioms FiniteRangeCrossing.band_edgeHopping
#print axioms FiniteRangeCrossing.crossing_bound_sharp
```

```
'FiniteRangeCrossing.vanHove_bound' depends on axioms: [propext, Classical.choice, Quot.sound]
'FiniteRangeCrossing.flat_iff' depends on axioms: [propext, Classical.choice, Quot.sound]
'FiniteRangeCrossing.band_edgeHopping' depends on axioms: [propext, Classical.choice, Quot.sound]
'FiniteRangeCrossing.crossing_bound_sharp' depends on axioms: [propext, Classical.choice, Quot.sound]
```

## From the polynomial to the bound

`eval_crossingPoly` is the multiplication by $z^R$. Polynomial exponents are natural numbers, so the proof writes $n+R=m$ with $m$ natural and then uses the addition rule for exponentials. `crossingPoly_ne_zero` assumes $P=0$ and compares coefficients at $z^{n+R}$; `Finset.sum_eq_single` picks out $t_n$, and the $\mu$ term drops because $n\neq0$. `blochPhase_injOn` takes imaginary parts to get $k=l+2\pi n$, then confines the integer strictly between $-1$ and $1$.

`crossing_bound` joins these facts: `hmaps` sends crossings to roots, `hinj` says that this map is injective, and `hdeg` bounds the degree.

`hasDerivAt_band` differentiates term by term, and `vanHove_bound` applies the bound to the new amplitudes. `flat_iff` sets the finiteness of the crossings against the infinite interval $[0,2\pi)$. `band_edgeHopping` keeps the two terms $n=\pm R$, which are different only for $R>0$. `crossing_bound_sharp` then maps the indices $j<2R$ to the zeros $k_j$.

## Counting by injection with `Set.ncard`

Both the upper bound and its sharpness use `Set.ncard_le_ncard_of_injOn`: if a map sends one set injectively into a finite second set, the first has no more elements than the second. For the upper bound the map goes from crossings to roots; for sharpness it goes from indices to crossings.

The second set must be finite because `Set.ncard` assigns $0$ to an infinite set. For the same reason, `ncard ≤ 2 * R` alone would also be true of a flat band at its own energy. The `Finite` part of `crossing_bound` excludes that reading, and it provides the finiteness needed in the sharpness proof.
